# The Hubbard Hamiltonian in Majorana operators, for symmetric hopping and centred interaction

## Which signs and factors does the Majorana form carry?

If the four-Majorana term of a Hubbard model gets the wrong sign, repulsion turns into attraction, and the Hamiltonian is still Hermitian, so that check doesn't reveal the error. Swapping two neighbouring, different Majorana operators in the product is enough to cause it.

I have fermionic modes with annihilators $a_p$ and creators $c_p$, and I define $x_p = a_p + c_p$ and $y_p = \mathrm{i}(c_p - a_p)$. With $n_p = c_p a_p$, I believe that for distinct modes $p$ and $q$

$$c_p a_q + c_q a_p = \tfrac{\mathrm{i}}{2}(x_p y_q + x_q y_p), \qquad (n_p - \tfrac12)(n_q - \tfrac12) = -\tfrac14\, x_p y_p x_q y_q .$$

Can this be made rigorous and machine-checked, from the anticommutation relations up to the whole Hubbard Hamiltonian?

## Both identities follow from the anticommutation relations

Yes. Throughout, $\mathrm{i}$ is the imaginary unit, $i$ and $j$ are lattice sites, and $\{A,B\} = AB + BA$. The input is

$$\{a_p,a_q\} = 0, \qquad \{c_p,c_q\} = 0, \qquad \{a_p,c_q\} = \delta_{pq}.$$

In particular $a_p^2 = c_p^2 = 0$.

**Majorana relations.** Squaring gives $x_p^2 = a_p^2 + c_p^2 + \{a_p,c_p\} = 1$ and $y_p^2 = -(c_p - a_p)^2 = \{a_p,c_p\} = 1$. For the mixed products,

$$\{x_p,y_q\} = \mathrm{i}\big(\{a_p,c_q\} - \{a_p,a_q\} + \{c_p,c_q\} - \{c_p,a_q\}\big) = \mathrm{i}(\delta_{pq} - \delta_{pq}) = 0 .$$

For $p \neq q$, the anticommutators $\{x_p,x_q\}$ and $\{y_p,y_q\}$ are both $\{a_p,c_q\} + \{c_p,a_q\} = 0$.

**Hopping.** Let $p \neq q$ and leave out the factor $\mathrm{i}$ at first:

$$\begin{aligned}
&(a_p + c_p)(c_q - a_q) + (a_q + c_q)(c_p - a_p)\\
&\quad= a_p c_q + a_q c_p - c_p a_q - c_q a_p - \{a_p,a_q\} + \{c_p,c_q\}\\
&\quad= -2(c_p a_q + c_q a_p),
\end{aligned}$$

because $a_p c_q = -c_q a_p$ and $a_q c_p = -c_p a_q$. Hence $x_p y_q + x_q y_p = -2\mathrm{i}(c_p a_q + c_q a_p)$, and multiplying by $\mathrm{i}/2$ gives the hopping identity. At $p = q$ it would fail by a constant: the left side is $2n_p$ and the right side is $2n_p - 1$.

**Interaction.** For one mode,

$$(a_p + c_p)(c_p - a_p) = a_p c_p - c_p a_p = 1 - 2n_p ,$$

so $x_p y_p = \mathrm{i}(1 - 2n_p)$ and $n_p - \tfrac12 = \tfrac{\mathrm{i}}{2} x_p y_p$. Multiplying two such factors produces $(\mathrm{i}/2)^2 = -\tfrac14$ and the stated product. This step doesn't need $p \neq q$; for equal modes both sides are $\tfrac14$.

**The lattice.** Let $s$ denote spin, $t_{ij}$ the hopping amplitudes and $U$ the interaction strength, and take

$$H = -\sum_s \sum_{i,j} t_{ij}\, c_{is} a_{js} + U \sum_i (n_{i\uparrow} - \tfrac12)(n_{i\downarrow} - \tfrac12), \qquad t_{ij} = t_{ji}, \quad t_{ii} = 0 .$$

Renaming the summation indices and using the symmetry of $t$,

$$\begin{aligned}
\sum_{i,j} t_{ij}\, c_{is}a_{js} &= \tfrac12 \sum_{i,j} t_{ij}(c_{is}a_{js} + c_{js}a_{is})\\
&= \tfrac12 \sum_{i,j} t_{ij}\,\tfrac{\mathrm{i}}{2}(x_{is}y_{js} + x_{js}y_{is}) = \tfrac{\mathrm{i}}{2}\sum_{i,j} t_{ij}\, x_{is}y_{js} .
\end{aligned}$$

The hopping identity is used only for $i \neq j$, since the diagonal terms have zero amplitude. Therefore

$$H = -\tfrac{\mathrm{i}}{2}\sum_s\sum_{i,j} t_{ij}\,x_{is}y_{js} - \tfrac{U}{4}\sum_i x_{i\uparrow}y_{i\uparrow}x_{i\downarrow}y_{i\downarrow} .$$

**Exchanging creators and annihilators.** The exchange $a \leftrightarrow c$ keeps every $x$ and changes the sign of every $y$. Each hopping term contains one $y$ and each interaction term contains two, so $t$ changes sign and $U$ stays.

## How the Lean statements describe the model

The operators live in `A`, a ring that is also an algebra over the complex numbers. A family of modes is a pair of functions `a c : ι → A`, and `IsCAR a c` collects the anticommutation relations, with equal and different labels treated separately in `ac_same` and `ac_ne`. The operators $n_p$, $x_p$ and $y_p$ are `num`, `majX` and `majY`, and `I` is the imaginary unit. The symbol `•` multiplies an operator by a complex number.

The two identities of the question are `hopping_majorana`, which assumes `p ≠ q`, and `interaction_majorana`, which doesn't.

For the Hubbard model a mode is a pair in `Λ × Fin 2`: a site from a finite set and a spin label, with 0 for up and 1 for down. The definition `hubbard` fixes three conventions:

- Hopping enters with a minus sign.
- The sum runs over ordered pairs of sites, so a bond appears once in each direction.
- The interaction is centred. Compared with $U n_{i\uparrow}n_{i\downarrow}$, it contains the additional terms $-\tfrac U2(n_{i\uparrow} + n_{i\downarrow}) + \tfrac U4$ at each site, which are a shift of the chemical potential and a constant.

The theorem `hubbard_majorana` assumes `ht`, that the amplitudes are symmetric, and `h0`, that there is no on-site hopping term. Physically, `ht` says that hopping from $i$ to $j$ has the same amplitude as hopping back, which holds for real hopping without magnetic phases; Hermitian amplitudes with genuinely complex phases are not covered. The condition `h0` excludes site energies. No lattice geometry is imposed, so any finite graph of bonds is allowed.

The algebra has no adjoint. Nothing says that $c_p$ is the Hermitian conjugate of $a_p$, and `t` and `U` may be complex. The identities are therefore purely algebraic, and they apply to the usual Hermitian model when $c_p = a_p^\dagger$ and the parameters are real.

The theorem `isCAR_witness` supplies explicit matrices for two sites with spin, so the relations are realised by concrete operators.

For a finite cluster with symmetric hopping, the result gives a starting point for qubit simulation: under a Jordan–Wigner encoding, each Majorana product becomes a Pauli string up to a phase.

```lean
import Mathlib

open Complex

namespace HubbardMajorana

noncomputable section

variable {ι Λ A : Type*} [Ring A]

/-- The canonical anticommutation relations for annihilators `a p` and creators `c p`. -/
structure IsCAR (a c : ι → A) : Prop where
  aa : ∀ p q, a p * a q + a q * a p = 0
  cc : ∀ p q, c p * c q + c q * c p = 0
  ac_same : ∀ p, a p * c p + c p * a p = 1
  ac_ne : ∀ p q, p ≠ q → a p * c q + c q * a p = 0

/-- The occupation number operator of mode `p`. -/
def num (a c : ι → A) (p : ι) : A := c p * a p

/-- The first Majorana operator of a mode, `x = a + c`. -/
def majX (a c : ι → A) (p : ι) : A := a p + c p

/-- Two-by-two block matrices, the operators after one more mode is added. -/
abbrev Block (B : Type*) := Matrix (Fin 2) (Fin 2) B

/-- A new mode operator `e` is put in front of old ones, which get a sign on the second block. -/
def extend {n : ℕ} (e : Block A) (b : Fin n → A) : Fin (n + 1) → Block A :=
  Fin.cons e (fun p => !![b p, 0; 0, -b p])

/-- Adding one mode by block matrices preserves the anticommutation relations. -/
theorem IsCAR.addMode {n : ℕ} {a c : Fin n → A} (h : IsCAR a c) :
    IsCAR (extend !![0, 1; 0, 0] a) (extend !![0, 0; 1, 0] c) where
  aa p q := by
    cases p using Fin.cases <;> cases q using Fin.cases <;> ext i j <;>
      fin_cases i <;> fin_cases j <;>
      simp [extend, h.aa]
  cc p q := by
    cases p using Fin.cases <;> cases q using Fin.cases <;> ext i j <;>
      fin_cases i <;> fin_cases j <;>
      simp [extend, h.cc]
  ac_same p := by
    cases p using Fin.cases <;> ext i j <;> fin_cases i <;> fin_cases j <;>
      simp [extend, h.ac_same]
  ac_ne p q hpq := by
    cases p using Fin.cases with
    | zero =>
      cases q using Fin.cases with
      | zero => exact absurd rfl hpq
      | succ q =>
        ext i j
        fin_cases i <;> fin_cases j <;> simp [extend]
    | succ p =>
      cases q using Fin.cases with
      | zero =>
        ext i j
        fin_cases i <;> fin_cases j <;> simp [extend]
      | succ q =>
        have h' := h.ac_ne p q (fun e => hpq (congrArg Fin.succ e))
        ext i j
        fin_cases i <;> fin_cases j <;> simp [extend, h']

/-- Four mode operators built from the single-mode matrix `e` by repeated extension. -/
def fourModes (e : ∀ B : Type, [Ring B] → Block B) : Fin 4 → Block (Block (Block (Block ℂ))) :=
  extend (e _) (extend (e _) (extend (e _) (extend (e ℂ) (Fin.elim0 : Fin 0 → ℂ))))

/-- Explicit block matrices satisfy the anticommutation relations for two sites with spin. -/
theorem isCAR_witness :
    IsCAR (fun m : Fin 2 × Fin 2 => fourModes (fun _ _ => !![0, 1; 0, 0]) (finProdFinEquiv m))
      (fun m : Fin 2 × Fin 2 => fourModes (fun _ _ => !![0, 0; 1, 0]) (finProdFinEquiv m)) := by
  have h0 : IsCAR (Fin.elim0 : Fin 0 → ℂ) Fin.elim0 :=
    ⟨fun p => p.elim0, fun p => p.elim0, fun p => p.elim0, fun p => p.elim0⟩
  have h4 := h0.addMode.addMode.addMode.addMode
  exact ⟨fun p q => h4.aa _ _, fun p q => h4.cc _ _, fun p => h4.ac_same _,
    fun p q hpq => h4.ac_ne _ _ (fun e => hpq (finProdFinEquiv.injective e))⟩

variable [Algebra ℂ A] {a c : ι → A}

/-- The second Majorana operator of a mode, `y = i (c - a)`. -/
def majY (a c : ι → A) (p : ι) : A := I • (c p - a p)

/-- An element of a complex algebra whose double vanishes is zero. -/
theorem eq_zero_of_double {z : A} (h : z + z = 0) : z = 0 := by
  calc z = (1 / 2 : ℂ) • (z + z) := by module
    _ = 0 := by rw [h, smul_zero]

/-- Majorana operators square to one, and any two different ones anticommute. -/
theorem majorana_clifford (h : IsCAR a c) :
    (∀ p, majX a c p * majX a c p = 1 ∧ majY a c p * majY a c p = 1) ∧
    (∀ p q, majX a c p * majY a c q + majY a c q * majX a c p = 0) ∧
    (∀ p q, p ≠ q → majX a c p * majX a c q + majX a c q * majX a c p = 0 ∧
      majY a c p * majY a c q + majY a c q * majY a c p = 0) := by
  refine ⟨fun p => ⟨?_, ?_⟩, fun p q => ?_, fun p q hpq => ⟨?_, ?_⟩⟩
  · unfold majX
    linear_combination (norm := noncomm_ring) h.ac_same p +
      eq_zero_of_double (h.aa p p) + eq_zero_of_double (h.cc p p)
  · have key : (c p - a p) * (c p - a p) = -1 := by
      linear_combination (norm := noncomm_ring) eq_zero_of_double (h.aa p p) +
        eq_zero_of_double (h.cc p p) - h.ac_same p
    rw [majY, smul_mul_smul_comm, key, I_mul_I]
    module
  · have key : (a p + c p) * (c q - a q) + (c q - a q) * (a p + c p) = 0 := by
      by_cases hpq : p = q
      · subst hpq
        linear_combination (norm := noncomm_ring) h.cc p p - h.aa p p
      · linear_combination (norm := noncomm_ring) h.cc p q - h.aa p q +
          h.ac_ne p q hpq - h.ac_ne q p (Ne.symm hpq)
    rw [majX, majY, mul_smul_comm, smul_mul_assoc, ← smul_add, key, smul_zero]
  · unfold majX
    linear_combination (norm := noncomm_ring) h.aa p q + h.cc p q +
      h.ac_ne p q hpq + h.ac_ne q p hpq.symm
  · have key : (c p - a p) * (c q - a q) + (c q - a q) * (c p - a p) = 0 := by
      linear_combination (norm := noncomm_ring) h.aa p q + h.cc p q -
        h.ac_ne p q hpq - h.ac_ne q p hpq.symm
    rw [majY, majY, smul_mul_smul_comm, smul_mul_smul_comm, ← smul_add, key, smul_zero]

/-- Hopping between two distinct modes is `i/2` times a sum of two Majorana bilinears. -/
theorem hopping_majorana (h : IsCAR a c) {p q : ι} (hpq : p ≠ q) :
    c p * a q + c q * a p =
      (I / 2) • (majX a c p * majY a c q + majX a c q * majY a c p) := by
  have key : (a p + c p) * (c q - a q) + (a q + c q) * (c p - a p) =
      -((c p * a q + c q * a p) + (c p * a q + c q * a p)) := by
    linear_combination (norm := noncomm_ring) h.ac_ne p q hpq +
      h.ac_ne q p hpq.symm - h.aa p q + h.cc p q
  have hI : I / 2 * I = -(1 / 2) := by linear_combination (1 / 2 : ℂ) * I_mul_I
  rw [majX, majX, majY, majY, mul_smul_comm, mul_smul_comm, ← smul_add, key, smul_smul, hI]
  module

/-- The occupation measured from one half is `(i/2) x y`. -/
theorem num_sub_half (h : IsCAR a c) (p : ι) :
    num a c p - (1 / 2 : ℂ) • (1 : A) = (I / 2) • (majX a c p * majY a c p) := by
  have key : (a p + c p) * (c p - a p) = 1 - (c p * a p + c p * a p) := by
    linear_combination (norm := noncomm_ring) h.ac_same p -
      eq_zero_of_double (h.aa p p) + eq_zero_of_double (h.cc p p)
  have hI : I / 2 * I = -(1 / 2) := by linear_combination (1 / 2 : ℂ) * I_mul_I
  rw [num, majX, majY, mul_smul_comm, key, smul_smul, hI]
  module

/-- The density interaction, centred at half occupation, is `-1/4` times a product of four
Majoranas. -/
theorem interaction_majorana (h : IsCAR a c) (p q : ι) :
    (num a c p - (1 / 2 : ℂ) • (1 : A)) * (num a c q - (1 / 2 : ℂ) • (1 : A)) =
      (-(1 / 4) : ℂ) • (majX a c p * majY a c p * majX a c q * majY a c q) := by
  have hI : I / 2 * (I / 2) = -(1 / 4) := by linear_combination (1 / 4 : ℂ) * I_mul_I
  rw [num_sub_half h, num_sub_half h, smul_mul_smul_comm, hI, ← mul_assoc]

variable [Fintype Λ]

/-- A sum weighted by symmetric amplitudes only sees the symmetric part of the summand. -/
theorem sum_symmetrize {t : Λ → Λ → ℂ} (ht : ∀ i j, t i j = t j i) (f : Λ → Λ → A) :
    ∑ i, ∑ j, t i j • f i j = (1 / 2 : ℂ) • ∑ i, ∑ j, t i j • (f i j + f j i) := by
  have swap : ∑ i, ∑ j, t i j • f j i = ∑ i, ∑ j, t i j • f i j := by
    rw [Finset.sum_comm]
    exact Finset.sum_congr rfl fun i _ => Finset.sum_congr rfl fun j _ => by rw [ht j i]
  simp only [smul_add, Finset.sum_add_distrib]
  rw [swap]
  module

/-- The Hubbard Hamiltonian with hopping amplitudes `t` and centred on-site interaction `U`;
a mode is a site with a spin label. -/
def hubbard (a c : Λ × Fin 2 → A) (t : Λ → Λ → ℂ) (U : ℂ) : A :=
  -(∑ s : Fin 2, ∑ i, ∑ j, t i j • (c (i, s) * a (j, s))) +
    U • ∑ i, (num a c (i, 0) - (1 / 2 : ℂ) • (1 : A)) * (num a c (i, 1) - (1 / 2 : ℂ) • (1 : A))

/-- Majorana form of the Hubbard model for symmetric hopping without on-site terms. -/
theorem hubbard_majorana {a c : Λ × Fin 2 → A} (h : IsCAR a c) {t : Λ → Λ → ℂ}
    (ht : ∀ i j, t i j = t j i) (h0 : ∀ i, t i i = 0) (U : ℂ) :
    hubbard a c t U =
      -((I / 2) • ∑ s : Fin 2, ∑ i, ∑ j, t i j • (majX a c (i, s) * majY a c (j, s))) -
        (U / 4) • ∑ i, majX a c (i, 0) * majY a c (i, 0) * majX a c (i, 1) * majY a c (i, 1) := by
  have hop : ∀ s : Fin 2, ∑ i, ∑ j, t i j • (c (i, s) * a (j, s)) =
      (I / 2) • ∑ i, ∑ j, t i j • (majX a c (i, s) * majY a c (j, s)) := by
    intro s
    -- symmetrise both sides, then compare them bond by bond
    rw [sum_symmetrize ht (fun i j => c (i, s) * a (j, s)),
      sum_symmetrize ht (fun i j => majX a c (i, s) * majY a c (j, s)), smul_comm (I / 2)]
    congr 1
    simp only [Finset.smul_sum]
    refine Finset.sum_congr rfl fun i _ => Finset.sum_congr rfl fun j _ => ?_
    by_cases hij : i = j
    · subst hij
      rw [h0, zero_smul, zero_smul, smul_zero]
    · rw [hopping_majorana h (fun e => hij (congrArg Prod.fst e)), smul_comm]
  unfold hubbard
  simp only [hop, interaction_majorana h, ← Finset.smul_sum]
  module

/-- For symmetric hopping without on-site terms, exchanging creators and annihilators changes the
sign of the hopping amplitudes and keeps `U`. -/
theorem hubbard_particle_hole {a c : Λ × Fin 2 → A} (h : IsCAR a c) {t : Λ → Λ → ℂ}
    (ht : ∀ i j, t i j = t j i) (h0 : ∀ i, t i i = 0) (U : ℂ) :
    hubbard c a t U = hubbard a c (fun i j => -t i j) U := by
  have h' : IsCAR c a := ⟨h.cc, h.aa, fun p => (add_comm _ _).trans (h.ac_same p),
    fun p q hpq => (add_comm _ _).trans (h.ac_ne q p hpq.symm)⟩
  -- the exchange fixes every x and flips every y
  have hx : ∀ p, majX c a p = majX a c p := fun p => add_comm _ _
  have hy : ∀ p, majY c a p = -majY a c p := fun p => by unfold majY; module
  rw [hubbard_majorana h' ht h0, hubbard_majorana h (fun i j => congrArg Neg.neg (ht i j))
    (fun i => by simp [h0])]
  simp only [hx, hy, mul_neg, neg_mul, neg_neg, smul_neg, neg_smul]

end

end HubbardMajorana
```

```lean
#print axioms HubbardMajorana.majorana_clifford
#print axioms HubbardMajorana.hubbard_majorana
#print axioms HubbardMajorana.hubbard_particle_hole
```

```
'HubbardMajorana.majorana_clifford' depends on axioms: [propext, Classical.choice, Quot.sound]
'HubbardMajorana.hubbard_majorana' depends on axioms: [propext, Classical.choice, Quot.sound]
'HubbardMajorana.hubbard_particle_hole' depends on axioms: [propext, Classical.choice, Quot.sound]
```

## How the proofs follow the algebra

**Expansions.** Most of the calculations above appear as `linear_combination (norm := noncomm_ring)`. The expression after it says which anticommutation relations to add and subtract, and `noncomm_ring` then checks that the two sides agree after expansion, without ever commuting two operators. In `hopping_majorana`, for example, the list consists of the two mixed relations for $p \neq q$, minus the one for annihilators, plus the one for creators, exactly as in the expansion by hand.

The relation `aa` at equal labels says $a_p^2 + a_p^2 = 0$. The lemma `eq_zero_of_double` halves this to $a_p^2 = 0$, which is needed for the Majorana squares and for `num_sub_half`.

**Factors of the imaginary unit.** The proofs separate operators from scalars. An intermediate statement `key` holds the identity without $\mathrm{i}$, and `hI` evaluates the scalar, such as $\tfrac{\mathrm{i}}{2}\cdot\mathrm{i} = -\tfrac12$. The tactic `module` then finishes the linear arithmetic. The proof of `interaction_majorana` rewrites both factors with `num_sub_half`, collects the scalars into $-\tfrac14$ and reassociates the product. The relations in `majorana_clifford` are proved in the same style, but the later theorems work directly from the anticommutation relations.

**The Hamiltonian.** The lemma `sum_symmetrize` is the renaming of summation indices. Inside `hubbard_majorana`, the step `hop` applies it to both the fermionic and the Majorana sum and compares them term by term. If $i = j$, `h0` makes both terms vanish. If $i \neq j$, the modes $(i,s)$ and $(j,s)$ differ because their sites differ, and `hopping_majorana` applies. The interaction is then rewritten site by site.

**The exchange.** In `hubbard_particle_hole`, `h'` shows that the exchanged family obeys the same relations, while `hx` and `hy` record $x \mapsto x$ and $y \mapsto -y$. Writing both Hamiltonians in Majorana form reduces the claim to counting signs.

**The explicit matrices.** `IsCAR.addMode` adds one mode to an existing family. The new annihilator and creator, and each old operator $b$, become

$$\begin{pmatrix}0&1\\0&0\end{pmatrix}, \qquad \begin{pmatrix}0&0\\1&0\end{pmatrix}, \qquad \begin{pmatrix}b&0\\0&-b\end{pmatrix}.$$

The minus sign makes old and new operators anticommute, as a Jordan–Wigner string does. The proof separates new from old modes and checks every block entry. Four additions to the empty family give four modes, which `finProdFinEquiv` relabels as pairs of site and spin.
